# With two distinct levels, both populated, Rayleigh quotient iteration converges cubically to the initially dominant state

## The two-level model and its iteration step

The Hamiltonian is $H=\mathrm{diag}(a,b)$ with real levels $a$ and $b$. A state is a vector $u=(u_0,u_1)$ of complex amplitudes, which need not be normalised. Components are counted from 0, as in Lean, so the first state has index 0 and energy $a$, and the second has index 1 and energy $b$. The amplitude ratio is $t=u_1/u_0$.

```lean
import Mathlib

open Matrix Filter Topology

namespace RayleighQuotientIteration

noncomputable section

/-- The two-level Hamiltonian `diag(a, b)` with real levels `a` and `b`. -/
def twoLevel (a b : ℝ) : Matrix (Fin 2) (Fin 2) ℂ := !![(a : ℂ), 0; 0, (b : ℂ)]
```

`twoLevel a b` is the matrix $H$. The type `Matrix (Fin 2) (Fin 2) ℂ` means a complex $2\times2$ matrix whose rows and columns are labelled 0 and 1, and `(a : ℂ)` is the real number $a$ read as a complex one.

```lean
/-- The Rayleigh quotient `⟨u, H u⟩ / ⟨u, u⟩` of a nonzero vector `u`. -/
def rayleigh (H : Matrix (Fin 2) (Fin 2) ℂ) (u : Fin 2 → ℂ) : ℂ :=
  (star u ⬝ᵥ (H *ᵥ u)) / (star u ⬝ᵥ u)
```

This is the Rayleigh quotient
$$\rho(u)=\frac{\langle u,Hu\rangle}{\langle u,u\rangle},$$
the energy expectation value of the normalised state. Here `star u` is the complex conjugate of $u$, `*ᵥ` applies a matrix to a vector, and `⬝ᵥ` sums the products of components.

```lean
/-- The population of basis state `i` in a nonzero vector `u`. -/
def population (u : Fin 2 → ℂ) (i : Fin 2) : ℝ :=
  ‖u i‖ ^ 2 / (‖u 0‖ ^ 2 + ‖u 1‖ ^ 2)
```

The population of state $i$ is $w_i=|u_i|^2/(|u_0|^2+|u_1|^2)$. The denominator takes care of the normalisation.

```lean
/-- One step of Rayleigh quotient iteration from a nonzero vector `u` to `v`: `v` solves the linear
system shifted by the Rayleigh quotient of `u`, up to a nonzero normalisation factor `c`. -/
def IsRQIStep (H : Matrix (Fin 2) (Fin 2) ℂ) (u v : Fin 2 → ℂ) : Prop :=
  ∃ c : ℂ, c ≠ 0 ∧ (H - rayleigh H u • (1 : Matrix (Fin 2) (Fin 2) ℂ)) *ᵥ v = c • u
```

A step from $u$ to $v$ means that
$$(H-\rho(u))\,v=c\,u\qquad\text{for some } c\neq0 .$$
This is inverse iteration with the current energy as shift. The free factor $c$ admits every normalisation and phase, and for $u\ne0$ the condition $c\ne0$ excludes $v=0$. The definition is a `Prop`, a statement about $u$ and $v$ that may be true or false, so no matrix has to be inverted.

## One step cubes the ratio

```lean
/-- The Rayleigh quotient is the average of the two levels weighted by their populations. -/
theorem rayleigh_eq (a b : ℝ) (u : Fin 2 → ℂ) :
    rayleigh (twoLevel a b) u = ((a * population u 0 + b * population u 1 : ℝ) : ℂ) := by
  have key : ∀ z : ℂ, star z * z = ((‖z‖ ^ 2 : ℝ) : ℂ) := by
    intro z
    rw [← Complex.normSq_eq_norm_sq, Complex.normSq_eq_conj_mul_self]
    rfl
  have hn : star u ⬝ᵥ u = ((‖u 0‖ ^ 2 + ‖u 1‖ ^ 2 : ℝ) : ℂ) := by
    rw [Complex.ofReal_add, ← key, ← key]
    simp [dotProduct, Fin.sum_univ_two]
  have hH : star u ⬝ᵥ (twoLevel a b *ᵥ u)
      = ((a * ‖u 0‖ ^ 2 + b * ‖u 1‖ ^ 2 : ℝ) : ℂ) := by
    rw [Complex.ofReal_add, Complex.ofReal_mul, Complex.ofReal_mul, ← key, ← key]
    simp [twoLevel, Matrix.mulVec, dotProduct, Fin.sum_univ_two]
    ring
  rw [rayleigh, hH, hn, ← Complex.ofReal_div]
  congr 1
  simp only [population]
  ring
```

In a Lean theorem, the claim stands after the colon that follows the hypotheses, and the proof stands after `:=`. The claim here is $\rho(u)=a\,w_0+b\,w_1$, which also shows that $\rho$ is real.

By hand, $\langle u,Hu\rangle=a|u_0|^2+b|u_1|^2$ and $\langle u,u\rangle=|u_0|^2+|u_1|^2$, and one divides. In the proof, `key` is $\bar z z=|z|^2$, `hn` computes the denominator and `hH` the numerator.

```lean
/-- If both amplitudes are nonzero, both populations are positive and they add up to one. -/
theorem population_facts {u : Fin 2 → ℂ} (h0 : u 0 ≠ 0) (h1 : u 1 ≠ 0) :
    0 < population u 0 ∧ 0 < population u 1 ∧ population u 0 + population u 1 = 1 := by
  have p0 := norm_pos_iff.mpr h0
  have p1 := norm_pos_iff.mpr h1
  have hn : ‖u 0‖ ^ 2 + ‖u 1‖ ^ 2 ≠ 0 := by positivity
  unfold population
  exact ⟨by positivity, by positivity, by rw [← add_div, div_self hn]⟩
```

The hypotheses `h0` and `h1` say that both amplitudes are nonzero. Then $w_0>0$, $w_1>0$ and $w_0+w_1=1$.

```lean
/-- For distinct levels and nonzero amplitudes, a step multiplies each amplitude by its own
population and flips the relative sign, up to a common nonzero factor. -/
theorem step_iff {a b : ℝ} (hab : a ≠ b) {u v : Fin 2 → ℂ} (h0 : u 0 ≠ 0) (h1 : u 1 ≠ 0) :
    IsRQIStep (twoLevel a b) u v ↔ ∃ c : ℂ, c ≠ 0 ∧
      v 0 = c * (population u 0 * u 0) ∧ v 1 = -(c * (population u 1 * u 1)) := by
  obtain ⟨p0, p1, hs⟩ := population_facts h0 h1
  have hw0 : (population u 0 : ℂ) ≠ 0 := by exact_mod_cast p0.ne'
  have hw1 : (population u 1 : ℂ) ≠ 0 := by exact_mod_cast p1.ne'
  have hsC : (population u 0 : ℂ) + population u 1 = 1 := by exact_mod_cast hs
  obtain ⟨d, hdd⟩ : ∃ d : ℂ, d = (a : ℂ) - b := ⟨_, rfl⟩
  have hd : d ≠ 0 := by
    rw [hdd]
    exact sub_ne_zero.mpr (by exact_mod_cast hab)
  -- each shifted level is, up to sign, the gap `d` times the population of the other state
  have ea : (a : ℂ) - rayleigh (twoLevel a b) u = d * population u 1 := by
    rw [rayleigh_eq]
    push_cast
    linear_combination (-(a : ℂ)) * hsC - (population u 1 : ℂ) * hdd
  have eb : (b : ℂ) - rayleigh (twoLevel a b) u = -d * population u 0 := by
    rw [rayleigh_eq]
    push_cast
    linear_combination (-(b : ℂ)) * hsC + (population u 0 : ℂ) * hdd
  have split : ∀ r c : ℂ, (twoLevel a b - r • (1 : Matrix (Fin 2) (Fin 2) ℂ)) *ᵥ v = c • u ↔
      ((a : ℂ) - r) * v 0 = c * u 0 ∧ ((b : ℂ) - r) * v 1 = c * u 1 := by
    intro r c
    rw [funext_iff, Fin.forall_fin_two]
    simp [twoLevel, Matrix.mulVec, dotProduct, Fin.sum_univ_two]
  unfold IsRQIStep
  simp only [split, ea, eb]
  constructor
  · rintro ⟨c, hc, e0, e1⟩
    refine ⟨c / (d * population u 0 * population u 1),
      div_ne_zero hc (mul_ne_zero (mul_ne_zero hd hw0) hw1), ?_, ?_⟩
    · apply mul_left_cancel₀ (mul_ne_zero hd hw1)
      rw [e0]
      field_simp
    · apply mul_left_cancel₀ (mul_ne_zero (neg_ne_zero.mpr hd) hw0)
      rw [e1]
      field_simp
  · rintro ⟨c, hc, e0, e1⟩
    exact ⟨c * d * population u 0 * population u 1,
      mul_ne_zero (mul_ne_zero (mul_ne_zero hc hd) hw0) hw1,
      by rw [e0]; ring, by rw [e1]; ring⟩
```

The theorem solves the linear system completely: $v$ is a step from $u$ exactly when
$$v_0=c\,w_0u_0,\qquad v_1=-c\,w_1u_1$$
for some $c\neq0$. A step therefore exists and is unique up to a factor.

For the derivation, use $w_0+w_1=1$ to write the shifted levels as
$$a-\rho=a(w_0+w_1)-aw_0-bw_1=(a-b)\,w_1,\qquad b-\rho=-(a-b)\,w_0 .$$
With $c'$ for the factor in the step equation, the system reads $(a-b)w_1v_0=c'u_0$ and $-(a-b)w_0v_1=c'u_1$. Dividing, and setting $c=c'/\big((a-b)w_0w_1\big)$, gives the stated form. Conversely, $c'=c\,(a-b)w_0w_1$ is nonzero and leads back to the system.

In the proof, `d` is the gap $a-b$, `ea` and `eb` are the two shifted levels, and `split` writes the vector equation as two component equations. The two bullets after `constructor` are the two directions.

The equivalence fails for $a=b$. With $u=(1,1)$ the matrix $H-\rho$ is then zero, so no $v$ is a step, although $v=(1,-1)$ satisfies the right-hand side with $c=2$.

```lean
/-- For distinct levels and nonzero amplitudes, a step keeps both amplitudes nonzero and sends
their complex ratio `t` to `-|t|² t`. -/
theorem step_ratio {a b : ℝ} (hab : a ≠ b) {u v : Fin 2 → ℂ} (h0 : u 0 ≠ 0) (h1 : u 1 ≠ 0)
    (h : IsRQIStep (twoLevel a b) u v) :
    v 0 ≠ 0 ∧ v 1 ≠ 0 ∧ v 1 / v 0 = -((‖u 1 / u 0‖ ^ 2 : ℝ) : ℂ) * (u 1 / u 0) := by
  obtain ⟨c, hc, e0, e1⟩ := (step_iff hab h0 h1).mp h
  obtain ⟨p0, p1, -⟩ := population_facts h0 h1
  have hw0 : (population u 0 : ℂ) ≠ 0 := by exact_mod_cast p0.ne'
  have hw1 : (population u 1 : ℂ) ≠ 0 := by exact_mod_cast p1.ne'
  have hx : ‖u 0‖ ≠ 0 := norm_ne_zero_iff.mpr h0
  -- the populations are in the ratio |t|²
  have hr : (population u 1 : ℂ) = ((‖u 1 / u 0‖ ^ 2 : ℝ) : ℂ) * population u 0 := by
    rw [← Complex.ofReal_mul]
    congr 1
    unfold population
    rw [norm_div, div_pow, ← mul_div_assoc, div_mul_cancel₀ _ (pow_ne_zero 2 hx)]
  refine ⟨?_, ?_, ?_⟩
  · rw [e0]
    exact mul_ne_zero hc (mul_ne_zero hw0 h0)
  · rw [e1]
    exact neg_ne_zero.mpr (mul_ne_zero hc (mul_ne_zero hw1 h1))
  · rw [e1, e0, hr]
    generalize ((‖u 1 / u 0‖ ^ 2 : ℝ) : ℂ) = r
    field_simp
```

The hypothesis `h` says that $v$ is a step from $u$. Both new amplitudes are nonzero, and since $w_1/w_0=|t|^2$ (this is `hr`),
$$\frac{v_1}{v_0}=-\frac{w_1}{w_0}\,\frac{u_1}{u_0}=-|t|^2\,t .$$

```lean
/-- For distinct levels and nonzero amplitudes with real ratio `t`, the ratio after one step
is `-t³`. -/
theorem step_ratio_real {a b t : ℝ} (hab : a ≠ b) {u v : Fin 2 → ℂ} (h0 : u 0 ≠ 0)
    (h1 : u 1 ≠ 0) (ht : u 1 / u 0 = (t : ℂ)) (h : IsRQIStep (twoLevel a b) u v) :
    v 1 / v 0 = -(t : ℂ) ^ 3 := by
  rw [(step_ratio hab h0 h1 h).2.2, ht, Complex.norm_real, Real.norm_eq_abs, sq_abs]
  push_cast
  ring
```

If $t$ is real, $|t|^2=t^2$ and the new ratio is $-t^3$. The hypothesis `ht` states that the ratio equals the real number `t`.

```lean
/-- For distinct levels and real `x ≠ 0`, the vector `(1, -x³)` is a Rayleigh quotient step
from `(1, x)`. -/
theorem step_witness {a b x : ℝ} (hab : a ≠ b) (hx : x ≠ 0) :
    IsRQIStep (twoLevel a b) ![1, (x : ℂ)] ![1, -(x : ℂ) ^ 3] := by
  have hn : (1 : ℂ) + (x : ℂ) ^ 2 ≠ 0 := by
    have : (1 : ℝ) + x ^ 2 ≠ 0 := by positivity
    exact_mod_cast this
  have hw0 : population ![1, (x : ℂ)] 0 = 1 / (1 + x ^ 2) := by simp [population]
  have hw1 : population ![1, (x : ℂ)] 1 = x ^ 2 / (1 + x ^ 2) := by simp [population]
  refine (step_iff hab (by simp) (by simpa using hx)).mpr ⟨1 + (x : ℂ) ^ 2, hn, ?_, ?_⟩
  · change (1 : ℂ) = (1 + (x : ℂ) ^ 2) * ((population ![1, (x : ℂ)] 0 : ℂ) * 1)
    rw [hw0]
    push_cast
    field_simp
  · change -(x : ℂ) ^ 3 = -((1 + (x : ℂ) ^ 2) * ((population ![1, (x : ℂ)] 1 : ℂ) * (x : ℂ)))
    rw [hw1]
    push_cast
    field_simp
```

This is an explicit step, from $(1,x)$ to $(1,-x^3)$ for real $x\neq0$. The populations are $w_0=1/(1+x^2)$ and $w_1=x^2/(1+x^2)$, and the choice $c=1+x^2$ in `step_iff` gives exactly these components. Starting from $x=1/2$, the ratios run $\tfrac12,\,-\tfrac18,\,\tfrac1{512},\dots$

## Many steps lead to the dominant state

```lean
/-- For distinct levels and nonzero starting amplitudes, all later amplitudes are nonzero and
the modulus of their ratio after `k` steps is the initial one to the power `3^k`. -/
theorem ratio_iterate {a b : ℝ} (hab : a ≠ b) {u : ℕ → Fin 2 → ℂ} (h0 : u 0 0 ≠ 0)
    (h1 : u 0 1 ≠ 0) (hu : ∀ k, IsRQIStep (twoLevel a b) (u k) (u (k + 1))) (k : ℕ) :
    u k 0 ≠ 0 ∧ u k 1 ≠ 0 ∧ ‖u k 1 / u k 0‖ = ‖u 0 1 / u 0 0‖ ^ (3 ^ k) := by
  induction k with
  | zero => exact ⟨h0, h1, by simp⟩
  | succ k ih =>
    obtain ⟨g0, g1, e⟩ := step_ratio hab ih.1 ih.2.1 (hu k)
    refine ⟨g0, g1, ?_⟩
    have hp : ‖u 0 1 / u 0 0‖ ^ (3 ^ (k + 1)) = (‖u 0 1 / u 0 0‖ ^ (3 ^ k)) ^ 3 := by
      rw [← pow_mul, pow_succ (3 : ℕ) k]
    rw [e, norm_mul, norm_neg, Complex.norm_real, Real.norm_of_nonneg (by positivity),
      ih.2.2, hp]
    ring
```

Now `u` is a sequence of vectors: `u k 1` is component 1 after $k$ steps, and `u 0 1` is component 1 of the starting vector. The hypothesis `hu` says that each vector is a step from the one before. Writing $t_k$ for the ratio after $k$ steps, the claim is that no amplitude ever vanishes and
$$|t_k|=|t_0|^{3^k}.$$

The proof is by induction. For $k=0$ the exponent is 1. Taking the modulus in `step_ratio` gives $|t_{k+1}|=|t_k|^3=\big(|t_0|^{3^k}\big)^3=|t_0|^{3^{k+1}}$.

```lean
/-- If `0 ≤ r < 1`, the quantity `1 / (1 + s²)` with `s = r^(3^k)` tends to one as `k` grows. -/
theorem tendsto_weight {r : ℝ} (hr0 : 0 ≤ r) (hr1 : r < 1) :
    Tendsto (fun k : ℕ => 1 / (1 + (r ^ (3 ^ k)) ^ 2)) atTop (𝓝 1) := by
  have h3 : Tendsto (fun k : ℕ => 3 ^ k) atTop atTop :=
    tendsto_atTop_mono (fun k => (Nat.lt_pow_self (by norm_num)).le) tendsto_id
  have hc : Continuous (fun x : ℝ => 1 / (1 + x ^ 2)) :=
    continuous_const.div (by fun_prop) (fun x => by positivity)
  exact (hc.tendsto' 0 1 (by norm_num)).comp
    ((tendsto_pow_atTop_nhds_zero_of_lt_one hr0 hr1).comp h3)
```

`Tendsto f atTop (𝓝 1)` says that $f(k)\to1$ as $k\to\infty$. For $0\le r<1$ the exponent $3^k$ grows without bound, so $s=r^{3^k}\to0$, and by continuity $1/(1+s^2)\to1$.

```lean
/-- For distinct levels in either order and nonzero starting amplitudes with ratio `t`, Rayleigh
quotient iteration converges in population and energy to the first state if `|t| < 1` and to the
second if `|t| > 1`. -/
theorem rqi_converges {a b : ℝ} (hab : a ≠ b) {u : ℕ → Fin 2 → ℂ} (h0 : u 0 0 ≠ 0)
    (h1 : u 0 1 ≠ 0) (hu : ∀ k, IsRQIStep (twoLevel a b) (u k) (u (k + 1))) :
    (‖u 0 1 / u 0 0‖ < 1 → Tendsto (fun k => population (u k) 0) atTop (𝓝 1) ∧
      Tendsto (fun k => rayleigh (twoLevel a b) (u k)) atTop (𝓝 (a : ℂ))) ∧
    (1 < ‖u 0 1 / u 0 0‖ → Tendsto (fun k => population (u k) 1) atTop (𝓝 1) ∧
      Tendsto (fun k => rayleigh (twoLevel a b) (u k)) atTop (𝓝 (b : ℂ))) := by
  have amp := ratio_iterate hab h0 h1 hu
  -- the energy is an affine function of one population
  have energy : ∀ p q : ℝ, Continuous (fun x : ℝ => ((q + (p - q) * x : ℝ) : ℂ)) :=
    fun p q => Complex.continuous_ofReal.comp (by fun_prop)
  constructor
  · intro ht
    have hw : Tendsto (fun k => population (u k) 0) atTop (𝓝 1) := by
      refine (tendsto_weight (norm_nonneg _) ht).congr (fun k => ?_)
      obtain ⟨g0, -, e⟩ := amp k
      have hx : ‖u k 0‖ ≠ 0 := norm_ne_zero_iff.mpr g0
      have hq : 1 + (‖u k 1‖ / ‖u k 0‖) ^ 2
          = (‖u k 0‖ ^ 2 + ‖u k 1‖ ^ 2) / ‖u k 0‖ ^ 2 := by
        rw [div_pow, add_div, div_self (pow_ne_zero 2 hx)]
      rw [← e, norm_div, hq, one_div_div, population]
    refine ⟨hw, (((energy a b).tendsto' 1 (a : ℂ) (by push_cast; ring)).comp hw).congr
      (fun k => ?_)⟩
    have hs := (population_facts (amp k).1 (amp k).2.1).2.2
    change ((b + (a - b) * population (u k) 0 : ℝ) : ℂ) = _
    rw [rayleigh_eq]
    congr 1
    linear_combination (-b) * hs
  · intro ht
    have hw : Tendsto (fun k => population (u k) 1) atTop (𝓝 1) := by
      refine (tendsto_weight (inv_nonneg.mpr (norm_nonneg _))
        (inv_lt_one_of_one_lt₀ ht)).congr (fun k => ?_)
      obtain ⟨-, g1, e⟩ := amp k
      have hy : ‖u k 1‖ ≠ 0 := norm_ne_zero_iff.mpr g1
      have hq : 1 + (‖u k 0‖ / ‖u k 1‖) ^ 2
          = (‖u k 0‖ ^ 2 + ‖u k 1‖ ^ 2) / ‖u k 1‖ ^ 2 := by
        rw [div_pow, add_div, div_self (pow_ne_zero 2 hy), add_comm]
      rw [inv_pow, ← e, norm_div, inv_div, hq, one_div_div, population]
    refine ⟨hw, (((energy b a).tendsto' 1 (b : ℂ) (by push_cast; ring)).comp hw).congr
      (fun k => ?_)⟩
    have hs := (population_facts (amp k).1 (amp k).2.1).2.2
    change ((a + (b - a) * population (u k) 1 : ℝ) : ℂ) = _
    rw [rayleigh_eq]
    congr 1
    linear_combination (-a) * hs
```

The two halves of the claim are joined by `∧`. If $|t_0|<1$, then $w_0\to1$ and $\rho\to a$. If $|t_0|>1$, then $w_1\to1$ and $\rho\to b$. The only condition on the levels is `a ≠ b`, so their order plays no role.

For the first half, divide numerator and denominator of the population by $|u_0|^2$ at step $k$:
$$w_0=\frac{1}{1+|t_k|^2}\to1,\qquad \rho=b+(a-b)\,w_0\to a .$$
The second half exchanges the two states and uses $1/|t_0|<1$:
$$w_1=\frac{1}{1+|t_k|^{-2}}\to1,\qquad \rho=a+(b-a)\,w_1\to b .$$
In the code, `hw` is the limit of the population, and `energy` supplies the continuity that carries it over to $\rho$.

The limits concern populations and energies, because the phase and length of each vector are left free. The cubic rate is the content of `ratio_iterate`. For larger Hermitian matrices, cubic convergence is a local property near an eigenvector; in this diagonal $2\times2$ model the cubing of $|t|$ holds at every distance.

For an eigensolver in electronic structure, this fixed, non-self-consistent two-level model shows that Rayleigh quotient shifts can lead to the upper state when the starting vector leans towards it.

In the limiting case $t=0$, with $u=(1,0)$, the vector is already an eigenvector and $\rho=a$. The first row of the step equation then reads $0=c$, so no step exists. For distinct levels, an iteration that starts with $0<|t_0|<1$ has ratios that tend to $t=0$ but never reach it.

```lean
/-- For distinct levels and nonzero starting amplitudes of equal modulus, both populations stay
at one half at every step. -/
theorem rqi_stalls {a b : ℝ} (hab : a ≠ b) {u : ℕ → Fin 2 → ℂ} (h0 : u 0 0 ≠ 0)
    (h1 : u 0 1 ≠ 0) (hu : ∀ k, IsRQIStep (twoLevel a b) (u k) (u (k + 1)))
    (ht : ‖u 0 1 / u 0 0‖ = 1) (k : ℕ) :
    population (u k) 0 = 1 / 2 ∧ population (u k) 1 = 1 / 2 := by
  obtain ⟨g0, g1, e⟩ := ratio_iterate hab h0 h1 hu k
  have hx : ‖u k 0‖ ≠ 0 := norm_ne_zero_iff.mpr g0
  rw [ht, one_pow, norm_div, div_eq_iff hx, one_mul] at e
  have hs := (population_facts g0 g1).2.2
  have he : population (u k) 1 = population (u k) 0 := by
    unfold population
    rw [e]
  constructor <;> linarith

end

end RayleighQuotientIteration
```

Between the two regimes lies $|t_0|=1$. Since $1^{3^k}=1$, the moduli stay equal, and with $w_0+w_1=1$ both populations are $1/2$ at every step. By `rayleigh_eq` the energy then stays at $(a+b)/2$. For example, $(1,1)$ goes to $(1,-1)$ and back, up to normalisation.

```lean
#print axioms RayleighQuotientIteration.step_ratio_real
#print axioms RayleighQuotientIteration.rqi_converges
#print axioms RayleighQuotientIteration.rqi_stalls
```

```
'RayleighQuotientIteration.step_ratio_real' depends on axioms: [propext, Classical.choice, Quot.sound]
'RayleighQuotientIteration.rqi_converges' depends on axioms: [propext, Classical.choice, Quot.sound]
'RayleighQuotientIteration.rqi_stalls' depends on axioms: [propext, Classical.choice, Quot.sound]
```
